# Exponentially distributed squared gaps give a quadratic pseudogap

A one-dimensional metal close to an incommensurate charge density wave has a fluctuating complex order parameter, taken here to be Gaussian. In Sadovskii's limit of infinite correlation length, each sample sees a uniform, static gap whose size varies between samples. A single gap leaves no states inside it. Does the average over samples also vanish in a window around the Fermi level?

It does not: the averaged density of states $N(E)$ vanishes only at $E=0$, and quadratically. For spectra, this means that low-energy suppression need not signal a hard gap, at least in this model of static, uniform random gaps.

## The squared gap is exponentially distributed

Measure $E$ from the Fermi level and the density of states in units of its metallic value. At fixed squared gap $g$, for a linearised band gapped from $-\sqrt g$ to $\sqrt g$, it is $|E|/\sqrt{E^2-g}$ for $g<E^2$ and zero otherwise; this is `gappedDOS E g`. A complex order parameter whose real and imaginary parts are independent Gaussians with zero mean and equal variance has an exponentially distributed squared modulus, so put $g=\Delta^2z$ with weight $e^{-z}$ on $z>0$, where $\Delta^2$ is the mean squared gap. The average is `sadovskiiDOS Δ E`.

Both the fixed-gap formula and the distribution are postulated in these definitions, not derived from a Hamiltonian, and finite correlation lengths are not covered. The distribution matters because it gives weight to arbitrarily small gaps. If every sample had $g=\Delta^2$, the average would vanish for all $|E|<\Delta$, a hard gap.

In Lean 4 with Mathlib:

```lean
import Mathlib

open MeasureTheory Filter Topology

namespace SadovskiiPseudogap

noncomputable section

/-- Density of states at energy `E`, in units of the metallic value, for a fixed
squared gap `g`: it is zero unless `g < E ^ 2`. -/
def gappedDOS (E g : ℝ) : ℝ :=
  if g < E ^ 2 then |E| / √(E ^ 2 - g) else 0

/-- Density of states averaged over an exponentially distributed squared gap
`Δ ^ 2 * z` with mean `Δ ^ 2`. -/
def sadovskiiDOS (Δ E : ℝ) : ℝ :=
  ∫ z in Set.Ioi (0 : ℝ), Real.exp (-z) * gappedDOS E (Δ ^ 2 * z)

/-- The integral of `exp (-z) * (x / √(x ^ 2 - z))` over `z` from `0` to `x ^ 2`. -/
def scaledDOS (x : ℝ) : ℝ :=
  ∫ z in (0 : ℝ)..x ^ 2, Real.exp (-z) * (x / √(x ^ 2 - z))
```

## The gap scale is positive: $\Delta>0$

With $\Delta>0$ we can define the reduced energy $x=|E|/\Delta$. Only $z<x^2$ contributes, and there $\sqrt{E^2-\Delta^2z}=\Delta\sqrt{x^2-z}$, so $\Delta$ cancels:

$$N(E)=\int_0^{x^2}e^{-z}\frac{x}{\sqrt{x^2-z}}\,dz .$$

The right-hand side is `scaledDOS x`. In the proof, `hpt` writes the original integrand as this reduced one for $z<x^2$ and zero elsewhere, using `Set.indicator`, which cuts the half-line down to the finite interval.

At $\Delta=0$ every sample is metallic and $N(E)=1$ for all $E\ne0$, so there is no pseudogap. The sign of $\Delta$ is only a convention, since the average depends on $\Delta^2$. All later results about $N(E)$ keep the assumption $\Delta>0$.

```lean
/-- The average over all gaps equals the finite integral over `0 < z < x ^ 2`
at reduced energy `x = |E| / Δ`. -/
theorem sadovskiiDOS_eq_scaledDOS {Δ : ℝ} (hΔ : 0 < Δ) (E : ℝ) :
    sadovskiiDOS Δ E = scaledDOS (|E| / Δ) := by
  obtain ⟨x, hx⟩ : ∃ x, x = |E| / Δ := ⟨_, rfl⟩
  rw [← hx]
  have hE : |E| = x * Δ := by rw [hx, div_mul_cancel₀ _ hΔ.ne']
  have hE2 : E ^ 2 = x ^ 2 * Δ ^ 2 := by
    rw [← sq_abs E, hE]
    ring
  have hΔ2 : 0 < Δ ^ 2 := pow_pos hΔ 2
  -- gaps larger than the energy contribute nothing
  have hpt : ∀ z : ℝ, Real.exp (-z) * gappedDOS E (Δ ^ 2 * z) =
      (Set.Iio (x ^ 2)).indicator
        (fun z => Real.exp (-z) * (x / √(x ^ 2 - z))) z := by
    intro z
    have hiff : Δ ^ 2 * z < E ^ 2 ↔ z < x ^ 2 :=
      ⟨fun h => lt_of_mul_lt_mul_left
        (by linarith : Δ ^ 2 * z < Δ ^ 2 * x ^ 2) hΔ2.le,
       fun h => by linarith [mul_lt_mul_of_pos_left h hΔ2]⟩
    by_cases h : z < x ^ 2
    · have hs : √(E ^ 2 - Δ ^ 2 * z) = Δ * √(x ^ 2 - z) := by
        have he : E ^ 2 - Δ ^ 2 * z = Δ ^ 2 * (x ^ 2 - z) := by
          rw [hE2]
          ring
        rw [he, Real.sqrt_mul hΔ2.le, Real.sqrt_sq hΔ.le]
      rw [Set.indicator_of_mem (show z ∈ Set.Iio (x ^ 2) from h), gappedDOS,
        if_pos (hiff.2 h), hs, hE, mul_comm x Δ, mul_div_mul_left _ _ hΔ.ne']
    · rw [Set.indicator_of_notMem (show z ∉ Set.Iio (x ^ 2) from h), gappedDOS,
        if_neg (fun h' => h (hiff.1 h')), mul_zero]
  unfold sadovskiiDOS scaledDOS
  simp_rw [hpt]
  rw [setIntegral_indicator measurableSet_Iio, Set.Ioi_inter_Iio,
    intervalIntegral.integral_of_le (sq_nonneg x), integral_Ioc_eq_integral_Ioo]
```

## The reduced energy is nonnegative: $x\ge0$

This holds automatically for $x=|E|/\Delta$. Since $-2x\sqrt{x^2-z}$ has $z$-derivative $x/\sqrt{x^2-z}$,

$$\int_0^{x^2}\frac{x}{\sqrt{x^2-z}}\,dz=2x\sqrt{x^2}=2x^2 .$$

The last equality uses $x\ge0$. `edge_integral` also uses it to make the derivative nonnegative, from which integrability at the singular edge follows.

```lean
/-- For `x ≥ 0` the function `x / √(x ^ 2 - z)` of `z` is integrable from `0` to `x ^ 2`, and its
integral is `2 * x ^ 2`. -/
theorem edge_integral {x : ℝ} (hx : 0 ≤ x) :
    IntervalIntegrable (fun z => x / √(x ^ 2 - z)) volume 0 (x ^ 2) ∧
      ∫ z in (0 : ℝ)..x ^ 2, x / √(x ^ 2 - z) = 2 * x ^ 2 := by
  have hcont : ContinuousOn (fun z => -2 * x * √(x ^ 2 - z)) (Set.Icc 0 (x ^ 2)) := by
    fun_prop
  -- the antiderivative is -2 x √(x² - z)
  have hderiv : ∀ z ∈ Set.Ioo 0 (x ^ 2),
      HasDerivAt (fun z => -2 * x * √(x ^ 2 - z)) (x / √(x ^ 2 - z)) z := by
    intro z hz
    have hpos : 0 < x ^ 2 - z := sub_pos.2 hz.2
    have hs : √(x ^ 2 - z) ≠ 0 := (Real.sqrt_pos.2 hpos).ne'
    have h1 : HasDerivAt (fun z => x ^ 2 - z) (-1) z :=
      (hasDerivAt_id' z).const_sub (x ^ 2)
    refine ((h1.sqrt hpos.ne').const_mul (-2 * x)).congr_deriv ?_
    field_simp
  have hint : IntervalIntegrable (fun z => x / √(x ^ 2 - z)) volume 0 (x ^ 2) :=
    (intervalIntegrable_iff_integrableOn_Ioc_of_le (sq_nonneg x)).2
      (intervalIntegral.integrableOn_deriv_of_nonneg hcont hderiv
        (fun z _ => div_nonneg hx (Real.sqrt_nonneg _)))
  refine ⟨hint, ?_⟩
  rw [intervalIntegral.integral_eq_sub_of_hasDerivAt_of_le (sq_nonneg x) hcont hderiv hint,
    sub_self, Real.sqrt_zero, sub_zero, Real.sqrt_sq hx]
  ring
```

On the integration range $e^{-x^2}\le e^{-z}\le1$. Multiplying by the nonnegative factor $x/\sqrt{x^2-z}$ and integrating gives

$$2x^2e^{-x^2}\le N(E)\le2x^2 .$$

`scaledDOS_bounds` does this with `integral_mono_on`, once for each bound. For $x=-1$ the integral is negative and the lower bound fails.

```lean
/-- For `x ≥ 0`, `scaledDOS x` lies between `2 * x ^ 2 * exp (-x ^ 2)` and `2 * x ^ 2`. -/
theorem scaledDOS_bounds {x : ℝ} (hx : 0 ≤ x) :
    2 * x ^ 2 * Real.exp (-x ^ 2) ≤ scaledDOS x ∧ scaledDOS x ≤ 2 * x ^ 2 := by
  obtain ⟨hint, hval⟩ := edge_integral hx
  have hexp : IntervalIntegrable (fun z => Real.exp (-z) * (x / √(x ^ 2 - z)))
      volume 0 (x ^ 2) :=
    hint.continuousOn_mul (by fun_prop)
  have hnn : ∀ z : ℝ, 0 ≤ x / √(x ^ 2 - z) :=
    fun z => div_nonneg hx (Real.sqrt_nonneg _)
  constructor
  · -- the exponential weight is smallest at the upper end z = x²
    calc 2 * x ^ 2 * Real.exp (-x ^ 2)
        = ∫ z in (0 : ℝ)..x ^ 2, Real.exp (-x ^ 2) * (x / √(x ^ 2 - z)) := by
          rw [intervalIntegral.integral_const_mul, hval, mul_comm]
      _ ≤ scaledDOS x :=
          intervalIntegral.integral_mono_on (sq_nonneg x) (hint.const_mul _) hexp
            (fun z hz => mul_le_mul_of_nonneg_right
              (Real.exp_le_exp.2 (neg_le_neg hz.2)) (hnn z))
  · -- and it never exceeds one
    rw [← hval]
    exact intervalIntegral.integral_mono_on (sq_nonneg x) hexp hint
      (fun z hz => mul_le_of_le_one_left (hnn z)
        (Real.exp_le_one_iff.2 (neg_nonpos.2 hz.1)))
```

Because $x^2=(E/\Delta)^2$, the bounds carry over to every real energy, including zero. At $E=\Delta/2$ they read $0.5\,e^{-0.25}\approx0.389\le N\le0.5$.

```lean
/-- At every energy the gap-averaged density of states is at most `2 * (E / Δ) ^ 2` and at least
that value times `exp (-(E / Δ) ^ 2)`. -/
theorem sadovskiiDOS_bounds {Δ : ℝ} (hΔ : 0 < Δ) (E : ℝ) :
    2 * (E / Δ) ^ 2 * Real.exp (-(E / Δ) ^ 2) ≤ sadovskiiDOS Δ E ∧
      sadovskiiDOS Δ E ≤ 2 * (E / Δ) ^ 2 := by
  have hsq : (|E| / Δ) ^ 2 = (E / Δ) ^ 2 := by rw [div_pow, sq_abs, div_pow]
  have h := scaledDOS_bounds (div_nonneg (abs_nonneg E) hΔ.le)
  rwa [hsq, ← sadovskiiDOS_eq_scaledDOS hΔ] at h
```

## The energy is nonzero: $E\neq0$

For $E\ne0$ the lower bound is strictly positive, so $N(E)>0$. Dividing by $x^2$ gives

$$2e^{-x^2}\le\frac{N(E)}{x^2}\le2,$$

and both sides tend to $2$ as $E\to0$. `sadovskii_pseudogap` proves positivity and this limit; `𝓝[≠] 0` means that $E$ approaches zero through nonzero values. At $E=0$ the bounds force $N(0)=0$, so positivity fails there.

```lean
/-- The averaged density of states is positive at every nonzero energy, and its ratio
to `(E / Δ) ^ 2` tends to `2` as the energy tends to zero. -/
theorem sadovskii_pseudogap {Δ : ℝ} (hΔ : 0 < Δ) :
    (∀ E : ℝ, E ≠ 0 → 0 < sadovskiiDOS Δ E) ∧
      Tendsto (fun E => sadovskiiDOS Δ E / (E / Δ) ^ 2) (𝓝[≠] 0) (𝓝 2) := by
  have hpos : ∀ E : ℝ, E ≠ 0 → 0 < (E / Δ) ^ 2 :=
    fun E hE => pow_pos_of_ne hE
  refine ⟨fun E hE => lt_of_lt_of_le ?_ (sadovskiiDOS_bounds hΔ E).1, ?_⟩
  · exact mul_pos (mul_pos two_pos (hpos E hE)) (Real.exp_pos _)
  · have hc : Continuous (fun E : ℝ => 2 * Real.exp (-(E / Δ) ^ 2)) := by fun_prop
    have hlow : Tendsto (fun E : ℝ => 2 * Real.exp (-(E / Δ) ^ 2)) (𝓝[≠] 0) (𝓝 2) :=
      (hc.tendsto' 0 2 (by simp)).mono_left nhdsWithin_le_nhds
    -- squeeze the ratio between 2 exp(-(E/Δ)²) and 2
    refine tendsto_of_tendsto_of_tendsto_of_le_of_le' hlow tendsto_const_nhds ?_ ?_
    · filter_upwards [self_mem_nhdsWithin] with E hE
      rw [le_div_iff₀ (hpos E hE)]
      linarith [(sadovskiiDOS_bounds hΔ E).1]
    · filter_upwards [self_mem_nhdsWithin] with E hE
      rw [div_le_iff₀ (hpos E hE)]
      exact (sadovskiiDOS_bounds hΔ E).2
where
  pow_pos_of_ne {E : ℝ} (hE : E ≠ 0) : 0 < (E / Δ) ^ 2 :=
    sq_pos_of_ne_zero (div_ne_zero hE hΔ.ne')
```

The density of states itself needs no such restriction: squeezed between $0$ and $2x^2$, it tends to zero at the Fermi level.

```lean
/-- The averaged density of states tends to zero as the energy tends to zero. -/
theorem sadovskiiDOS_tendsto_zero {Δ : ℝ} (hΔ : 0 < Δ) :
    Tendsto (sadovskiiDOS Δ) (𝓝 0) (𝓝 0) := by
  have hc : Continuous (fun E : ℝ => 2 * (E / Δ) ^ 2) := by fun_prop
  refine squeeze_zero (fun E => le_trans ?_ (sadovskiiDOS_bounds hΔ E).1)
    (fun E => (sadovskiiDOS_bounds hΔ E).2) (hc.tendsto' 0 0 (by simp))
  positivity
```

## The energy is low: $2E^2<\Delta^2$

This condition makes the upper bound $2x^2$ less than $1$, so nonzero energies in this range have fewer states than the metal, but some. `sadovskiiDOS_suppressed` combines that bound with positivity.

The condition is sufficient, not sharp, but some restriction is needed. At $E=\Delta$, substituting $z=1-u^2$ gives

$$N(\Delta)=\frac2e\int_0^1e^{u^2}du>\frac2e\left(1+\frac13+\frac1{10}\right)>1.05 ,$$

by the first terms of the exponential series: here the average exceeds the metallic value.

```lean
/-- At nonzero energies with `2 * E ^ 2 < Δ ^ 2` the averaged density of states lies
strictly between zero and the metallic value. -/
theorem sadovskiiDOS_suppressed {Δ E : ℝ} (hΔ : 0 < Δ) (hE : E ≠ 0)
    (hlow : 2 * E ^ 2 < Δ ^ 2) :
    0 < sadovskiiDOS Δ E ∧ sadovskiiDOS Δ E < 1 := by
  refine ⟨(sadovskii_pseudogap hΔ).1 E hE,
    lt_of_le_of_lt (sadovskiiDOS_bounds hΔ E).2 ?_⟩
  rw [div_pow, ← mul_div_assoc, div_lt_one (pow_pos hΔ 2)]
  exact hlow

end

end SadovskiiPseudogap
```

```lean
#print axioms SadovskiiPseudogap.sadovskii_pseudogap
#print axioms SadovskiiPseudogap.sadovskiiDOS_tendsto_zero
#print axioms SadovskiiPseudogap.sadovskiiDOS_suppressed
```

```
'SadovskiiPseudogap.sadovskii_pseudogap' depends on axioms: [propext, Classical.choice, Quot.sound]
'SadovskiiPseudogap.sadovskiiDOS_tendsto_zero' depends on axioms: [propext, Classical.choice, Quot.sound]
'SadovskiiPseudogap.sadovskiiDOS_suppressed' depends on axioms: [propext, Classical.choice, Quot.sound]
```
